# Gauss collocation coefficients satisfy b_i a_ij + b_j a_ji = b_i b_j, so each step conserves quadratic invariants

To propagate a wavefunction under a time-dependent Hamiltonian with Gauss collocation, each time step solves coupled equations for n intermediate states, the stages, and then combines them into the new state. If the Hamiltonian is Hermitian and the stage equations are solved exactly, the new state needs no renormalisation, and orbitals propagated with the same Hamiltonian keep their overlaps. Both facts rest on an identity between the weights b_i and the coefficients a_ij of the scheme.

```lean
import Mathlib

open Polynomial

namespace GaussCollocation

noncomputable section
```

In what follows, `ℝ[X]` is the type of polynomials with real coefficients, and `p.eval x` is the value p(x).

```lean
/-- The rule with nodes `c` and weights `b` integrates every real polynomial of degree
below `m` exactly over `[0,1]`. -/
def IsExact {n : ℕ} (b c : Fin n → ℝ) (m : ℕ) : Prop :=
  ∀ p : ℝ[X], p.natDegree < m → ∑ i, b i * p.eval (c i) = ∫ x in (0 : ℝ)..1, p.eval x
```

`Fin n` is the set of n indices, counted from 0, so `b` and `c` are lists of n real weights and nodes. `IsExact b c m` says that for every polynomial p of degree below m

Σ_i b_i p(c_i) = ∫₀¹ p(x) dx.

With m = 2n this is exactness up to degree 2n−1, the property of the Gauss–Legendre rule on [0,1]. It enters the theorems as a hypothesis; the nodes are not constructed.

```lean
/-- The collocation matrix `a i j`: the integral of the `j`-th Lagrange polynomial of the
nodes from `0` to `c i`. Its domain is that of pairwise distinct nodes. -/
def colloc {n : ℕ} (c : Fin n → ℝ) (i j : Fin n) : ℝ :=
  ∫ x in (0 : ℝ)..c i, (Lagrange.basis Finset.univ c j).eval x
```

The Lagrange polynomial l_j has degree n−1, equals 1 at c_j and 0 at the other nodes. The coefficient is

a_ij = ∫ l_j(x) dx, from 0 to c_i.

```lean
/-- One collocation step of length `h` for `dy/dt = f(t, y)`, from `y` at time `t` through the
stages `Y` to `y'`. -/
def IsStep {n : ℕ} {E : Type*} [AddCommGroup E] [Module ℝ E] (b c : Fin n → ℝ)
    (f : ℝ → E → E) (t h : ℝ) (y : E) (Y : Fin n → E) (y' : E) : Prop :=
  (∀ i, Y i = y + h • ∑ j, colloc c i j • f (t + h * c j) (Y j)) ∧
    y' = y + h • ∑ i, b i • f (t + h * c i) (Y i)
```

`IsStep` describes one step of length h for dy/dt = f(t, y):

Y_i = y + h Σ_j a_ij f(t + h c_j, Y_j)
y' = y + h Σ_i b_i f(t + h c_i, Y_i).

Here `y'` is the new state, not a derivative. The symbol `•` multiplies a vector by a number. The state space E is any real vector space, and f may be nonlinear.

This is a relation between given states: it doesn't claim that the stages exist. It also requires the stage equations to hold exactly, whereas a program solves them with rounding errors and, if it iterates, only to a tolerance. The theorems below don't bound the resulting errors in the conserved quantities.

```lean
/-- The integral of the derivative of a polynomial is the difference of its end values. -/
theorem integral_derivative (P : ℝ[X]) (u v : ℝ) :
    ∫ x in u..v, (derivative P).eval x = P.eval v - P.eval u :=
  intervalIntegral.integral_eq_sub_of_hasDerivAt (fun x _ => P.hasDerivAt x)
    ((derivative P).continuous.intervalIntegrable _ _)
```

This is the fundamental theorem of calculus for a polynomial P: the integral of dP/dx from u to v is P(v) − P(u).

```lean
/-- Every real polynomial has a polynomial antiderivative that vanishes at `0` and whose
degree is at most one higher. -/
theorem exists_antiderivative (p : ℝ[X]) :
    ∃ P : ℝ[X], derivative P = p ∧ P.eval 0 = 0 ∧ P.natDegree ≤ p.natDegree + 1 := by
  refine ⟨∑ k ∈ Finset.range (p.natDegree + 1),
    C (p.coeff k / ((k : ℝ) + 1)) * X ^ (k + 1), ?_, ?_, ?_⟩
  · conv_rhs => rw [p.as_sum_range_C_mul_X_pow]
    rw [derivative_sum]
    refine Finset.sum_congr rfl fun k _ => ?_
    have hk : (k : ℝ) + 1 ≠ 0 := by positivity
    have e : p.coeff k / ((k : ℝ) + 1) * ((k + 1 : ℕ) : ℝ) = p.coeff k := by
      rw [Nat.cast_add, Nat.cast_one, div_mul_cancel₀ _ hk]
    rw [derivative_C_mul_X_pow, e, Nat.add_sub_cancel]
  · simp [eval_finsetSum]
  · refine natDegree_sum_le_of_forall_le _ _ fun k hk => ?_
    have := Finset.mem_range.mp hk
    exact (natDegree_C_mul_X_pow_le _ _).trans (by omega)
```

For p(x) = Σ_k p_k x^k, the antiderivative is

P(x) = Σ_k p_k x^(k+1) / (k+1).

The three parts of the proof check that its derivative is p, that P(0) = 0, and that the degree rises by at most one.

```lean
/-- For distinct nodes and weights exact on `[0,1]` up to degree `2n-1`, the collocation
matrix satisfies `b_i a_ij + b_j a_ji = b_i b_j`. -/
theorem gauss_symplectic {n : ℕ} {b c : Fin n → ℝ} (hc : Function.Injective c)
    (hb : IsExact b c (2 * n)) (i j : Fin n) :
    b i * colloc c i j + b j * colloc c j i = b i * b j := by
  have hn : 0 < n := i.pos
  have deg : ∀ k, (Lagrange.basis Finset.univ c k).natDegree = n - 1 := fun k => by
    apply natDegree_eq_of_degree_eq_some
    simpa using Lagrange.degree_basis (s := Finset.univ) hc.injOn (Finset.mem_univ k)
  -- a Lagrange polynomial picks out its own node
  have pick : ∀ (g : Fin n → ℝ) (k : Fin n),
      ∑ l, g l * (Lagrange.basis Finset.univ c k).eval (c l) = g k := fun g k => by
    rw [Finset.sum_eq_single k]
    · rw [Lagrange.eval_basis_self hc.injOn (Finset.mem_univ k), mul_one]
    · intro l _ hl
      rw [Lagrange.eval_basis_of_ne hl.symm (Finset.mem_univ l), mul_zero]
    · intro h
      exact absurd (Finset.mem_univ k) h
  obtain ⟨P, hP, P0, dP⟩ := exists_antiderivative (Lagrange.basis Finset.univ c i)
  obtain ⟨Q, hQ, Q0, dQ⟩ := exists_antiderivative (Lagrange.basis Finset.univ c j)
  have P1 : b i = P.eval 1 := by
    rw [← pick b i, hb _ (by rw [deg]; omega), ← hP, integral_derivative, P0, sub_zero]
  have Q1 : b j = Q.eval 1 := by
    rw [← pick b j, hb _ (by rw [deg]; omega), ← hQ, integral_derivative, Q0, sub_zero]
  have aQ : colloc c i j = Q.eval (c i) := by
    rw [colloc, ← hQ, integral_derivative, Q0, sub_zero]
  have aP : colloc c j i = P.eval (c j) := by
    rw [colloc, ← hP, integral_derivative, P0, sub_zero]
  -- the rule is exact on the derivative of the product of the antiderivatives
  have ex := hb (derivative (P * Q)) (by
    have h1 := natDegree_derivative_le (P * Q)
    have h2 := natDegree_mul_le (p := P) (q := Q)
    rw [deg] at dP dQ
    omega)
  rw [integral_derivative, eval_mul, eval_mul, P0, zero_mul, sub_zero, ← P1, ← Q1] at ex
  rw [← ex, aQ, aP, ← pick (fun l => b l * Q.eval (c l)) i,
    ← pick (fun l => b l * P.eval (c l)) j, ← Finset.sum_add_distrib]
  refine Finset.sum_congr rfl fun l _ => ?_
  rw [derivative_mul, hP, hQ, eval_add, eval_mul, eval_mul]
  ring
```

The hypothesis `hc` says that the nodes are distinct, and `hb` that the rule is exact up to degree 2n−1. By hand, let L_i be the antiderivative of l_i with L_i(0) = 0. In Lean, L_i is `P` and L_j is `Q`.

Since l_i has degree n−1, the rule integrates it exactly:

L_i(1) = ∫₀¹ l_i(x) dx = Σ_k b_k l_i(c_k) = b_i.

Likewise L_j(1) = b_j. By definition, a_ij = L_j(c_i) and a_ji = L_i(c_j).

The product L_i L_j has degree at most 2n, so its derivative l_i L_j + L_i l_j has degree at most 2n−1 and is also integrated exactly:

Σ_k b_k [l_i(c_k) L_j(c_k) + L_i(c_k) l_j(c_k)] = L_i(1) L_j(1) − L_i(0) L_j(0) = b_i b_j.

On the left, l_i keeps only the term k = i, and l_j only k = j. What remains is

b_i a_ij + b_j a_ji = b_i b_j.

In the proof, `deg` supplies the degree of the Lagrange polynomials and `pick` the collapse of the sums. `P1` and `Q1` are the values at 1, `aQ` and `aP` the values at the nodes, and `ex` is the exactness statement for the product. The tactic `omega` settles the degree inequalities. Despite its name, `gauss_symplectic` states only this algebraic condition, not that the map from y to y' is symplectic.

For n = 1 the rule has c = 1/2, b = 1 and a = 1/2, the implicit midpoint scheme, and the identity reads 1/2 + 1/2 = 1.

```lean
/-- Discrete product rule: if `b_i a_ij + b_j a_ji = b_i b_j`, a bilinear map changes over a
Runge-Kutta step by `h` times the weighted sum of its product-rule derivatives at the stages. -/
theorem discrete_leibniz {n : ℕ} {E F : Type*} [AddCommGroup E] [Module ℝ E]
    [AddCommGroup F] [Module ℝ F] {a : Fin n → Fin n → ℝ} {b : Fin n → ℝ}
    (hS : ∀ i j, b i * a i j + b j * a j i = b i * b j)
    (B : E →ₗ[ℝ] E →ₗ[ℝ] F) (h : ℝ) (y z : E) (K M : Fin n → E) :
    B (y + h • ∑ i, b i • K i) (z + h • ∑ i, b i • M i) = B y z + h • ∑ i, b i •
      (B (K i) (z + h • ∑ j, a i j • M j) + B (y + h • ∑ j, a i j • K j) (M i)) := by
  have swap : ∑ i, ∑ j, (b i * a i j) • B (K j) (M i)
      = ∑ i, ∑ j, (b j * a j i) • B (K i) (M j) := Finset.sum_comm
  have key : ∑ i, ∑ j, (b i * b j) • B (K i) (M j)
      = ∑ i, ∑ j, (b i * a i j) • B (K i) (M j)
        + ∑ i, ∑ j, (b i * a i j) • B (K j) (M i) := by
    rw [swap]
    simp only [← Finset.sum_add_distrib, ← add_smul, hS]
  have dbl : B (∑ i, b i • K i) (∑ i, b i • M i)
      = ∑ i, ∑ j, (b i * b j) • B (K i) (M j) := by
    rw [LinearMap.map_sum₂]
    refine Finset.sum_congr rfl fun i _ => ?_
    rw [map_sum]
    refine Finset.sum_congr rfl fun j _ => ?_
    simp only [map_smul, LinearMap.smul_apply]
    module
  have s1 : B (∑ i, b i • K i) z = ∑ i, b i • B (K i) z := by
    simp only [map_sum, map_smul, LinearMap.sum_apply, LinearMap.smul_apply]
  have s2 : B y (∑ i, b i • M i) = ∑ i, b i • B y (M i) := by
    simp only [map_sum, map_smul]
  have p : ∀ i, b i • (B (K i) (z + h • ∑ j, a i j • M j)
      + B (y + h • ∑ j, a i j • K j) (M i))
      = b i • B (K i) z + b i • B y (M i) + h • ∑ j, (b i * a i j) • B (K i) (M j)
        + h • ∑ j, (b i * a i j) • B (K j) (M i) := fun i => by
    simp only [map_add, map_smul, map_sum, LinearMap.add_apply, LinearMap.smul_apply,
      LinearMap.sum_apply, mul_smul, ← Finset.smul_sum]
    module
  rw [Finset.sum_congr rfl fun i _ => p i]
  simp only [Finset.sum_add_distrib, ← Finset.smul_sum]
  simp only [map_add, map_smul, LinearMap.add_apply, LinearMap.smul_apply]
  rw [dbl, s1, s2, key]
  module
```

Here `a` is any matrix obeying the identity, and `B` is a bilinear map, linear in each argument over the reals. Take two states y and z with arbitrary slopes K_i and M_i, and write

Y_i = y + h Σ_j a_ij K_j,  Z_i = z + h Σ_j a_ij M_j
y' = y + h Σ_i b_i K_i,  z' = z + h Σ_i b_i M_i.

The claim is a discrete product rule:

B(y', z') = B(y, z) + h Σ_i b_i [B(K_i, Z_i) + B(Y_i, M_i)].

Expanding the left side gives

B(y, z) + h Σ_i b_i [B(K_i, z) + B(y, M_i)] + h² Σ_ij b_i b_j B(K_i, M_j).

The right side has the same terms of order 0 and 1 in h. Its h² term is

h² Σ_ij b_i a_ij [B(K_i, M_j) + B(K_j, M_i)].

Exchanging the names i and j in the second part turns this into

h² Σ_ij (b_i a_ij + b_j a_ji) B(K_i, M_j),

and the identity makes the two sides equal. In Lean, `dbl`, `s1` and `s2` expand the left side, `p` expands the right, `swap` exchanges the indices, and `key` applies the identity.

```lean
/-- A Gauss collocation step with distinct nodes conserves `B(y,y)` for every bilinear form `B` with
`B(f(t,y),y) + B(y,f(t,y)) = 0` for all `t` and `y`, where `dy/dt = f(t,y)`. -/
theorem quadratic_invariant {n : ℕ} {E : Type*} [AddCommGroup E] [Module ℝ E]
    {b c : Fin n → ℝ} (hc : Function.Injective c) (hb : IsExact b c (2 * n))
    (B : E →ₗ[ℝ] E →ₗ[ℝ] ℝ) {f : ℝ → E → E}
    (hf : ∀ t y, B (f t y) y + B y (f t y) = 0) {t h : ℝ} {y y' : E} {Y : Fin n → E}
    (hy : IsStep b c f t h y Y y') : B y' y' = B y y := by
  have hL := discrete_leibniz (gauss_symplectic hc hb) B h y y
    (fun i => f (t + h * c i) (Y i)) (fun i => f (t + h * c i) (Y i))
  simpa only [← hy.1, ← hy.2, hf, smul_zero, Finset.sum_const_zero, add_zero] using hL
```

Set z = y and K_i = M_i = f(t + h c_i, Y_i). Each bracket in the product rule becomes

B(f(t + h c_i, Y_i), Y_i) + B(Y_i, f(t + h c_i, Y_i)) = 0

by `hf`, so B(y', y') = B(y, y). The hypothesis `hf` is required for all t and y, not just on one exact trajectory, because the stages need not lie on it. The energy of an undriven, undamped harmonic oscillator is a quadratic form B(y, y) that satisfies `hf`, so each step conserves it.

```lean
/-- Gauss collocation steps with distinct nodes for `dψ/dt = -i H(t) ψ`, with `H(t)` symmetric at
all times, conserve the overlap of two wavefunctions. -/
theorem overlap_conserved {n : ℕ} {E : Type*} [NormedAddCommGroup E]
    [InnerProductSpace ℂ E] {b c : Fin n → ℝ} (hc : Function.Injective c)
    (hb : IsExact b c (2 * n)) {H : ℝ → E →ₗ[ℂ] E} (hH : ∀ t, (H t).IsSymmetric)
    {t h : ℝ} {φ φ' ψ ψ' : E} {Y Z : Fin n → E}
    (hφ : IsStep b c (fun s u => (-Complex.I) • H s u) t h φ Y φ')
    (hψ : IsStep b c (fun s u => (-Complex.I) • H s u) t h ψ Z ψ') :
    inner ℂ φ' ψ' = inner ℂ φ ψ := by
  -- the inner product as a real-bilinear map
  obtain ⟨B, hB⟩ : ∃ B : E →ₗ[ℝ] E →ₗ[ℝ] ℂ, ∀ x y, B x y = inner ℂ x y :=
    ⟨LinearMap.mk₂ ℝ (fun x y => inner ℂ x y) (fun x y z => inner_add_left x y z)
      (fun r x y => by
        rw [← Complex.coe_smul r x, inner_smul_left, Complex.conj_ofReal,
          Complex.real_smul])
      (fun x y z => inner_add_right x y z)
      (fun r x y => by
        rw [← Complex.coe_smul r y, inner_smul_right, Complex.real_smul]),
      fun _ _ => rfl⟩
  have skew : ∀ s u v, B ((-Complex.I) • H s u) v + B u ((-Complex.I) • H s v) = 0 := by
    intro s u v
    rw [hB, hB, inner_smul_left, inner_smul_right, hH s u v]
    simp
  have hL := discrete_leibniz (gauss_symplectic hc hb) B h φ ψ
    (fun i => (-Complex.I) • H (t + h * c i) (Y i))
    (fun i => (-Complex.I) • H (t + h * c i) (Z i))
  rw [← hB, ← hB]
  simpa only [← hφ.1, ← hφ.2, ← hψ.1, ← hψ.2, skew, smul_zero, Finset.sum_const_zero,
    add_zero] using hL

end

end GaussCollocation
```

Now E is a complex inner product space, ħ = 1, and `IsSymmetric` means ⟨Hu|v⟩ = ⟨u|Hv⟩. Each H(t) is a linear operator defined on all of E, as in a finite basis, and doesn't depend on the wavefunction. Both states are propagated with the same H, t and h.

The inner product is conjugate-linear in its first argument, hence not complex-bilinear. It is real-bilinear, which suffices because h, a_ij and b_i are real; the proof first builds this `B`. Then `skew` is the calculation

⟨−iHu|v⟩ + ⟨u|−iHv⟩ = i⟨Hu|v⟩ − i⟨u|Hv⟩ = 0.

With u and v the stages of the two states, every bracket in the product rule vanishes, and ⟨φ'|ψ'⟩ = ⟨φ|ψ⟩. Taking the same step for both states gives conservation of the norm.

```lean
#print axioms GaussCollocation.quadratic_invariant
#print axioms GaussCollocation.overlap_conserved
```

```
'GaussCollocation.quadratic_invariant' depends on axioms: [propext, Classical.choice, Quot.sound]
'GaussCollocation.overlap_conserved' depends on axioms: [propext, Classical.choice, Quot.sound]
```
